# Divergent Decay Rate at $E=t/s$ in a Non-Orthogonal Chain with $t\neq es$

An electron that enters a periodic lead at an energy $E$ outside the band decays exponentially from site to site. If neighbouring orbitals have hopping $t$ and overlap $s\neq 0$, their effective coupling $t-Es$ depends on the energy and vanishes at $E=t/s$, which raises the question of what becomes of the decaying state there.

```lean
import Mathlib

open Filter Topology

namespace NonorthogonalChainDecay

/-- The amplitudes `c` solve the infinite chain `H c = E S c` with on-site energy `e`,
nearest-neighbour hopping `t` and nearest-neighbour overlap `s`. -/
def IsSolution (e t s E : ℝ) (c : ℤ → ℂ) : Prop :=
  ∀ n : ℤ, (e : ℂ) * c n + t * (c (n + 1) + c (n - 1))
    = E * (c n + s * (c (n + 1) + c (n - 1)))

/-- A nonzero complex number `z` is a Bloch factor at energy `E` if
`(t - E s)(z + 1/z) = E - e`. -/
def IsBlochFactor (e t s E : ℝ) (z : ℂ) : Prop :=
  z ≠ 0 ∧ ((t : ℂ) - E * s) * (z + z⁻¹) = E - e

/-- For nonzero `z`, the amplitudes `z ^ n` solve the chain exactly when `z` is a
Bloch factor. -/
theorem isSolution_zpow_iff (e t s E : ℝ) {z : ℂ} (hz : z ≠ 0) :
    IsSolution e t s E (fun n => z ^ n) ↔ IsBlochFactor e t s E z := by
  have key : ∀ n : ℤ, z ^ (n + 1) + z ^ (n - 1) = z ^ n * (z + z⁻¹) := by
    intro n
    rw [zpow_add_one₀ hz, zpow_sub_one₀ hz]
    ring
  constructor
  · intro h
    refine ⟨hz, ?_⟩
    have h0 : (e : ℂ) * z ^ (0 : ℤ) + t * (z ^ ((0 : ℤ) + 1) + z ^ ((0 : ℤ) - 1))
        = E * (z ^ (0 : ℤ) + s * (z ^ ((0 : ℤ) + 1) + z ^ ((0 : ℤ) - 1))) := h 0
    rw [key, zpow_zero] at h0
    linear_combination h0
  · rintro ⟨_, h⟩ n
    change (e : ℂ) * z ^ n + t * (z ^ (n + 1) + z ^ (n - 1))
        = E * (z ^ n + s * (z ^ (n + 1) + z ^ (n - 1)))
    rw [key]
    linear_combination z ^ n * h

/-- If `s ≠ 0` and `t ≠ e s`, every solution of the chain at `E = t / s` vanishes on
all sites. -/
theorem solution_eq_zero {e t s : ℝ} (hs : s ≠ 0) (hts : t ≠ e * s) {c : ℤ → ℂ}
    (h : IsSolution e t s (t / s) c) : c = 0 := by
  have hr : t / s * s = t := by field_simp
  have hD : ((t / s : ℝ) : ℂ) * s = t := by rw [← Complex.ofReal_mul, hr]
  have hne : (e : ℂ) * s - t ≠ 0 := by
    intro h0
    apply hts
    have h1 : (t : ℂ) = ((e * s : ℝ) : ℂ) := by
      push_cast
      linear_combination -h0
    exact Complex.ofReal_injective h1
  funext n
  -- the coupling to the neighbours cancels
  have h2 : ((e : ℂ) * s - t) * c n = 0 := by
    linear_combination (s : ℂ) * h n + (c n + s * (c (n + 1) + c (n - 1))) * hD
  exact (mul_eq_zero.1 h2).resolve_left hne

/-- If `s ≠ 0` and `t ≠ e s`, there is no Bloch factor at `E = t / s`. -/
theorem no_blochFactor {e t s : ℝ} (hs : s ≠ 0) (hts : t ≠ e * s) (z : ℂ) :
    ¬ IsBlochFactor e t s (t / s) z := by
  intro h
  have h0 := congrFun (solution_eq_zero hs hts ((isSolution_zpow_iff e t s _ h.1).2 h)) 0
  simp at h0

/-- At every real energy with `t ≠ E s` there is a Bloch factor of modulus at most one. -/
theorem exists_blochFactor {e t s E : ℝ} (hE : t ≠ E * s) :
    ∃ z : ℂ, IsBlochFactor e t s E z ∧ ‖z‖ ≤ 1 := by
  have hd : (t : ℂ) - E * s ≠ 0 := by
    rw [← Complex.ofReal_mul, ← Complex.ofReal_sub]
    exact Complex.ofReal_ne_zero.2 (sub_ne_zero.2 hE)
  obtain ⟨a, ha⟩ : ∃ a : ℂ, ((t : ℂ) - E * s) * a = E - e :=
    ⟨((E : ℂ) - e) / (t - E * s), by rw [← mul_div_assoc, mul_div_cancel_left₀ _ hd]⟩
  obtain ⟨w, hw⟩ : ∃ w : ℂ, w ^ 2 = a ^ 2 - 4 :=
    IsAlgClosed.exists_pow_nat_eq _ (by norm_num)
  have key : ∀ p q : ℂ, p * q = 1 → p + q = a → IsBlochFactor e t s E p := by
    intro p q hpq hsum
    refine ⟨left_ne_zero_of_mul_eq_one hpq, ?_⟩
    rw [inv_eq_of_mul_eq_one_right hpq, hsum, ha]
  -- the two roots have product one
  have hpq : (a + w) / 2 * ((a - w) / 2) = 1 := by linear_combination (-1 / 4 : ℂ) * hw
  by_cases hp : ‖(a + w) / 2‖ ≤ 1
  · exact ⟨_, key _ _ hpq (by ring), hp⟩
  · refine ⟨(a - w) / 2, key _ ((a + w) / 2) (by rw [mul_comm]; exact hpq) (by ring), ?_⟩
    have hn := congrArg norm hpq
    rw [norm_mul, norm_one] at hn
    by_contra hq
    nlinarith [mul_pos (sub_pos.2 (not_le.1 hp)) (sub_pos.2 (not_le.1 hq))]

/-- Every Bloch factor satisfies `|z| |E - e| = |t - E s|` up to an error of at most
`|t - E s| |z|²`. -/
theorem blochFactor_error {e t s E : ℝ} {z : ℂ} (h : IsBlochFactor e t s E z) :
    |‖z‖ * |E - e| - (|t - E * s|)| ≤ |t - E * s| * ‖z‖ ^ 2 := by
  have hi : z * z⁻¹ = 1 := mul_inv_cancel₀ h.1
  have hp : ((t - E * s : ℝ) : ℂ) * (z ^ 2 + 1) = ((E - e : ℝ) : ℂ) * z := by
    push_cast
    linear_combination z * h.2 - ((t : ℂ) - E * s) * hi
  have hn := congrArg norm hp
  rw [norm_mul, norm_mul, Complex.norm_real, Complex.norm_real, Real.norm_eq_abs,
    Real.norm_eq_abs] at hn
  -- triangle inequality in both directions
  have hup : ‖z ^ 2 + 1‖ ≤ ‖z‖ ^ 2 + 1 := by
    have h1 := norm_add_le (z ^ 2) 1
    rwa [norm_pow, norm_one] at h1
  have hlow : 1 ≤ ‖z ^ 2 + 1‖ + ‖z‖ ^ 2 := by
    have h1 := norm_sub_le (z ^ 2 + 1) (z ^ 2)
    rwa [add_sub_cancel_left, norm_pow, norm_one] at h1
  have h1 := mul_le_mul_of_nonneg_left hup (abs_nonneg (t - E * s))
  have h2 := mul_le_mul_of_nonneg_left hlow (abs_nonneg (t - E * s))
  rw [abs_le]
  constructor <;> linarith

/-- Let `s ≠ 0` and `t ≠ e s`. Bloch factors of modulus at most one tend to zero as the
energy tends to `t / s` through other real values. -/
theorem blochFactor_tendsto_zero {e t s : ℝ} (hs : s ≠ 0) (hts : t ≠ e * s) {z : ℝ → ℂ}
    (hz : ∀ᶠ E in 𝓝[≠] (t / s), IsBlochFactor e t s E (z E) ∧ ‖z E‖ ≤ 1) :
    Tendsto (fun E => ‖z E‖) (𝓝[≠] (t / s)) (𝓝 0) := by
  have hr : t / s * s = t := by field_simp
  have hne : t / s ≠ e := fun h => hts ((div_eq_iff hs).1 h)
  have hc : ContinuousAt (fun E : ℝ => 2 * |t - E * s| / |E - e|) (t / s) :=
    ContinuousAt.div (Continuous.continuousAt (by fun_prop))
      (Continuous.continuousAt (by fun_prop)) (abs_ne_zero.2 (sub_ne_zero.2 hne))
  have hl : Tendsto (fun E : ℝ => 2 * |t - E * s| / |E - e|) (𝓝[≠] (t / s))
      (𝓝 (2 * |t - t / s * s| / |t / s - e|)) := hc.tendsto.mono_left nhdsWithin_le_nhds
  have hv : 2 * |t - t / s * s| / |t / s - e| = 0 := by rw [hr]; simp
  rw [hv] at hl
  refine squeeze_zero' (Eventually.of_forall fun E => norm_nonneg _) ?_ hl
  filter_upwards [hz, (eventually_ne_nhds hne).filter_mono nhdsWithin_le_nhds] with E hE hEe
  rw [le_div_iff₀ (abs_pos.2 (sub_ne_zero.2 hEe))]
  have h1 := (abs_le.1 (blochFactor_error hE.1)).2
  have h2 := mul_le_mul_of_nonneg_left (pow_le_one₀ (n := 2) (norm_nonneg (z E)) hE.2)
    (abs_nonneg (t - E * s))
  linarith

/-- Let `s ≠ 0` and `t ≠ e s`. As the energy tends to `t / s` through other real values,
Bloch factors of modulus at most one satisfy `|z| |E - e| / |t - E s| → 1`. -/
theorem blochFactor_asymptotics {e t s : ℝ} (hs : s ≠ 0) (hts : t ≠ e * s) {z : ℝ → ℂ}
    (hz : ∀ᶠ E in 𝓝[≠] (t / s), IsBlochFactor e t s E (z E) ∧ ‖z E‖ ≤ 1) :
    Tendsto (fun E => ‖z E‖ * |E - e| / |t - E * s|) (𝓝[≠] (t / s)) (𝓝 1) := by
  have h2 := (blochFactor_tendsto_zero hs hts hz).pow 2
  rw [zero_pow two_ne_zero] at h2
  rw [tendsto_iff_norm_sub_tendsto_zero]
  refine squeeze_zero' (Eventually.of_forall fun E => norm_nonneg _) ?_ h2
  filter_upwards [hz, self_mem_nhdsWithin] with E hE hEs
  have hd : 0 < |t - E * s| :=
    abs_pos.2 (sub_ne_zero.2 fun h => hEs ((div_eq_iff hs).2 h).symm)
  -- the relative error is at most `|z|²`
  rw [Real.norm_eq_abs, div_sub_one hd.ne', abs_div, abs_abs, div_le_iff₀ hd]
  linarith [blochFactor_error hE.1]


/-- Let `s ≠ 0` and `t ≠ e s`. For Bloch factors of modulus at most one, the decay rate per
site `-log |z|` diverges as the energy tends to `t / s` through other real values. -/
theorem decayRate_tendsto_atTop {e t s : ℝ} (hs : s ≠ 0) (hts : t ≠ e * s) {z : ℝ → ℂ}
    (hz : ∀ᶠ E in 𝓝[≠] (t / s), IsBlochFactor e t s E (z E) ∧ ‖z E‖ ≤ 1) :
    Tendsto (fun E => -Real.log ‖z E‖) (𝓝[≠] (t / s)) atTop := by
  rw [tendsto_atTop]
  intro b
  filter_upwards [hz, (blochFactor_tendsto_zero hs hts hz).eventually_lt_const
    (Real.exp_pos (-b))] with E hE hlt
  have h1 := (Real.log_lt_iff_lt_exp (norm_pos_iff.2 hE.1.1)).2 hlt
  linarith

end NonorthogonalChainDecay
```

```lean
#print axioms NonorthogonalChainDecay.no_blochFactor
#print axioms NonorthogonalChainDecay.exists_blochFactor
#print axioms NonorthogonalChainDecay.blochFactor_asymptotics
#print axioms NonorthogonalChainDecay.decayRate_tendsto_atTop
```

```
'NonorthogonalChainDecay.no_blochFactor' depends on axioms: [propext, Classical.choice, Quot.sound]
'NonorthogonalChainDecay.exists_blochFactor' depends on axioms: [propext, Classical.choice, Quot.sound]
'NonorthogonalChainDecay.blochFactor_asymptotics' depends on axioms: [propext, Classical.choice, Quot.sound]
'NonorthogonalChainDecay.decayRate_tendsto_atTop' depends on axioms: [propext, Classical.choice, Quot.sound]
```

## The chain and its Bloch factors

Let $e$ be the on-site energy and $c_n$ the amplitude on site $n$. The generalised eigenvalue equation $Hc=ESc$ reads, site by site,

$$e\,c_n+t(c_{n+1}+c_{n-1})=E\,[c_n+s(c_{n+1}+c_{n-1})].$$

This is `IsSolution`, with `c : ℤ → ℂ` and real parameters. The orbitals are normalised, so the diagonal of $S$ is one. The amplitudes need not be bounded or normalisable, which admits evanescent and growing solutions.

Inserting $c_n=z^n$ with $z\neq0$ and dividing by $z^n$ gives

$$(t-Es)(z+1/z)=E-e.$$

A nonzero $z$ with this property is a Bloch factor, `IsBlochFactor`. The theorem `isSolution_zpow_iff` proves that the two descriptions agree: one direction reads the chain equation at $n=0$, the other multiplies the scalar equation by $z^n$.

## What happens at and near $t/s$

Assume $s\neq0$ and $t\neq es$. At $E=t/s$ the chain has only the zero solution (`solution_eq_zero`), and hence no Bloch factor (`no_blochFactor`). As $E$ tends to $t/s$ through other real values, Bloch factors with $|z|\le1$ satisfy

$$|z|\to0,\qquad \frac{|z|\,|E-e|}{|t-Es|}\to1,\qquad -\log|z|\to\infty.$$

These limits are `blochFactor_tendsto_zero`, `blochFactor_asymptotics` and `decayRate_tendsto_atTop`. The last quantity is the decay rate per site, so the decay length shrinks to zero.

The condition $t\neq es$ says that the hopping differs from the product of on-site energy and overlap: $t-es$, the hopping measured with the on-site energy as the zero of energy, is nonzero. The condition $|s|<1/2$, which makes the overlap matrix of the infinite chain positive definite, is not assumed; the theorems hold with it and without it.

For a uniform chain with one orbital per site and nearest-neighbour couplings, the result identifies an energy at which a mode-matching calculation in a non-orthogonal basis finds no lead mode with a finite nonzero Bloch factor, and near which the transfer-matrix entry $(E-e)/(t-Es)$ diverges. Leads with several orbitals per cell or longer-ranged couplings need a separate analysis.

## Why there is no solution at $t/s$

Multiply the chain equation by $s$ and put $Es=t$. Both sides then contain $ts(c_{n+1}+c_{n-1})$, which cancels and leaves

$$(es-t)\,c_n=0.$$

Since $t\neq es$, every amplitude vanishes. In Lean, `linear_combination` performs this cancellation, with `hD` supplying $(t/s)s=t$. A Bloch factor would give the solution $z^n$, whose value at $n=0$ is one, so none exists.

## Why a root of modulus at most one exists at other energies

For $t\neq Es$, set $a=(E-e)/(t-Es)$. The Bloch factors are the roots of $z^2-az+1=0$, namely $(a\pm w)/2$ with $w^2=a^2-4$. Their product is $(a^2-w^2)/4=1$, so they cannot both have modulus greater than one. This is `exists_blochFactor`; the complex square root $w$ comes from `IsAlgClosed.exists_pow_nat_eq`. A selection of the kind used in the limit theorems is therefore always available.

## From an error bound to the limits

Multiplying the scalar equation by $z$ and taking moduli gives

$$|t-Es|\,|z^2+1|=|E-e|\,|z|.$$

The triangle inequality, used in both directions, gives $1-|z|^2\le|z^2+1|\le1+|z|^2$. Hence

$$\bigl|\,|z||E-e|-|t-Es|\,\bigr|\le|t-Es|\,|z|^2,$$

which is `blochFactor_error`. It holds for every Bloch factor, whatever its modulus.

If $|z|\le1$, the bound implies $|z||E-e|\le2|t-Es|$. As $E\to t/s$, the right side tends to zero while $|E-e|$ tends to $|t/s-e|>0$. Therefore $|z|\to0$.

Dividing the error bound by $|t-Es|$, which is positive for $E\neq t/s$, now gives

$$\left|\frac{|z||E-e|}{|t-Es|}-1\right|\le|z|^2\to0.$$

For the decay rate, take any real $b$. Close enough to $t/s$ one has $|z|<e^{-b}$, where this $e$ is the base of the exponential, and so $-\log|z|>b$.

Since $|t-Es|=|s||E-t/s|$, the second limit also yields by hand the linear law $|z|/|E-t/s|\to s^2/|t-es|$, which the Lean file does not state.

## Limits without a continuous branch

The filter `𝓝[≠] (t / s)` describes real energies near $t/s$ with the point itself removed. The hypothesis `hz` uses it with `∀ᶠ`: at all such energies sufficiently close to $t/s$, `z E` is a Bloch factor of modulus at most one. Nothing requires `z` to be continuous or to follow one branch of the square root.

This works because `squeeze_zero'` needs its inequalities only eventually along the filter. `filter_upwards` hands over one energy at a time, where the error bound applies, and `self_mem_nhdsWithin` supplies $E\neq t/s$, which makes the division by $|t-Es|$ legitimate.

## A chain with $t=es$

Take $e=t=0$ and $s=2/5$, so that $t/s=0$. At $E=0$ the chain equation reads $0=0$, and every choice of amplitudes solves it. At any other energy the scalar equation reduces to $z+1/z=-5/2$, with roots $-1/2$ and $-2$. The decaying root has $|z|=1/2$ at all these energies: its decay rate stays at $\log2$, and the ratio $|z||E-e|/|t-Es|$ stays at $5/4$. Without $t\neq es$, both the absence of solutions and the limits fail, even for $0<|s|<1/2$.
